# A determinant bound on the Green's matrix of a finite Hamiltonian, Hermitian or not

Q: I compute the response of a finite open system by solving $(z-H)x=b$, where $b$ is a source vector, $z$ a complex energy and $H$ an effective Hamiltonian matrix that need not be Hermitian. An LU factorisation gives me $|\det(z-H)|$ as the product of the moduli of the pivots. If that number is not zero, I would like to turn it into a ceiling on $\|x\|$. What does that step rest on?

A: On a bound for the Green's matrix $G(z)=(z-H)^{-1}$, because $\|x\|\le\|G(z)\|\,\|b\|$. For a matrix of size $n+1$ with $\det(z-H)\neq0$,
$$\|G(z)\|\le\frac{\|z-H\|^{n}}{|\det(z-H)|}.$$
The norm is the Euclidean operator norm, that is, the largest singular value.

Q: For Hermitian $H$ I would use one over the distance from $z$ to the spectrum. Why not here?

A: Because that rule can fail when $H$ is not normal. Take $H=\begin{pmatrix}0&g\\0&0\end{pmatrix}$ with $g\ne0$. Its only eigenvalue is $0$, but for $z\neq0$ the matrix $G(z)$ has the off-diagonal entry $g/z^2$, which is larger than $1/|z|$ in modulus once $|g|>|z|$. The determinant bound allows for this through $\|z-H\|$.

Q: Show me the derivation before any code.

A: Write $M=z-H$. Cramer's rule gives $G=\operatorname{adj}(M)/\det M$, where $\operatorname{adj}$ is the adjugate, the transposed matrix of cofactors. Hence $|\det M|\,\|G\|=\|\operatorname{adj}M\|$, and it is enough to show $\|\operatorname{adj}A\|\le\|A\|^n$ for every matrix $A$ of size $n+1$.

The matrix $A^*A$ is Hermitian, so $A^*A=UDU^*$ with $U$ unitary and $D=\operatorname{diag}(v_i)$. Since $D=U^*(A^*A)U$ and unitary factors have norm one, $\|D\|\le\|A^*A\|=\|A\|^2$.

The adjugate reverses products, $\operatorname{adj}(XY)=\operatorname{adj}(Y)\operatorname{adj}(X)$, and commutes with the adjoint. Therefore
$$\operatorname{adj}(A)\operatorname{adj}(A)^*=\operatorname{adj}(A^*A)=\operatorname{adj}(U^*)\operatorname{adj}(D)\operatorname{adj}(U).$$
The outer factors are unitary, for example $\operatorname{adj}(U)\operatorname{adj}(U)^*=\operatorname{adj}(U^*U)=1$. The middle factor is diagonal with entries $\prod_{j\ne i}v_j$. Each is a product of $n$ numbers of modulus at most $\|D\|$, so
$$\|\operatorname{adj}A\|^2=\|\operatorname{adj}(A^*A)\|\le\|\operatorname{adj}D\|\le\|D\|^n\le\|A\|^{2n}.$$
Taking square roots and setting $A=M$ finishes the argument.

Q: Now the formal version. Which norm does it use? A matrix can carry several.

A: The scope `Matrix.Norms.L2Operator`, opened at the top, selects the Euclidean operator norm.

```lean
import Mathlib

open Matrix Polynomial
open scoped Matrix.Norms.L2Operator

namespace ResolventDeterminantBound

noncomputable section
```

Q: And what is `n`? I would read it as the dimension.

A: It is the dimension minus one. `Mat n` is the type of complex matrices of size $n+1$, so the exponent in the bound is simply `n` and the empty matrix is excluded.

```lean
/-- Complex square matrices of size `n + 1`, with the Euclidean operator norm. -/
abbrev Mat (n : ℕ) := Matrix (Fin (n + 1)) (Fin (n + 1)) ℂ
```

The Green's matrix follows the convention $z-H$, with no factor of $\hbar$. A retarded function corresponds to $z=E+i\eta$ with $\eta>0$.

```lean
/-- The Green's matrix `G(z) = (z - H)⁻¹`, for `z` with `det (z - H) ≠ 0`. -/
def greenMatrix {n : ℕ} (H : Mat n) (z : ℂ) : Mat n := (z • (1 : Mat n) - H)⁻¹
```

Q: That definition accepts any $z$, even an eigenvalue.

A: It does, and at an eigenvalue Lean's matrix inverse returns the zero matrix, for which a norm bound would say nothing. This is why the main theorem also states that `greenMatrix H z` really inverts $z-H$.

Q: Then take me through the proof.

A: The first lemma is the statement about unitary factors. In Lean `star` is the conjugate transpose. From $\|U\|^2=\|UU^*\|=1$ one gets $\|U\|=1$, and submultiplicativity of the norm does the rest.

```lean
/-- Multiplying a matrix by unitary matrices on both sides does not increase its norm. -/
theorem norm_unitary_mul_le {n : ℕ} (V B W : Mat n) (hV : V * star V = 1)
    (hW : W * star W = 1) : ‖V * B * W‖ ≤ ‖B‖ := by
  -- a unitary matrix has norm one
  have key : ∀ U : Mat n, U * star U = 1 → ‖U‖ = 1 := by
    intro U h
    have h1 := CStarRing.norm_self_mul_star (x := U)
    rw [h, CStarRing.norm_one] at h1
    nlinarith [norm_nonneg U]
  calc ‖V * B * W‖ ≤ ‖V * B‖ * ‖W‖ := norm_mul_le _ _
    _ = ‖V * B‖ := by rw [key W hW, mul_one]
    _ ≤ ‖V‖ * ‖B‖ := norm_mul_le _ _
    _ = ‖B‖ := by rw [key V hV, one_mul]
```

Next comes the identity that replaces $\operatorname{adj}(A)\operatorname{adj}(A)^*$ by $\operatorname{adj}(A^*A)$, from the product rule and the adjoint rule.

```lean
/-- The adjugate turns `A* A` into the product of `adj A` with its own adjoint. -/
theorem adjugate_mul_star {n : ℕ} (A : Mat n) :
    A.adjugate * star A.adjugate = (star A * A).adjugate := by
  rw [Matrix.adjugate_mul_distrib, Matrix.star_eq_conjTranspose,
    Matrix.star_eq_conjTranspose, Matrix.adjugate_conjTranspose]
```

For a diagonal matrix the operator norm is the largest modulus on the diagonal. The lemma bounds each product $\prod_{j\neq i}v_j$ factor by factor and counts the $n$ factors that remain when index $i$ is removed.

```lean
/-- For a diagonal matrix of size `n + 1`, the norm of the adjugate is at most the `n`-th power
of the norm of the matrix. -/
theorem norm_adjugate_diagonal_le {n : ℕ} (v : Fin (n + 1) → ℂ) :
    ‖(diagonal v : Mat n).adjugate‖ ≤ ‖(diagonal v : Mat n)‖ ^ n := by
  rw [Matrix.adjugate_diagonal, Matrix.l2_opNorm_diagonal, Matrix.l2_opNorm_diagonal,
    pi_norm_le_iff_of_nonneg (by positivity)]
  intro i
  rw [norm_prod]
  calc ∏ j ∈ Finset.univ.erase i, ‖v j‖ ≤ ∏ _j ∈ Finset.univ.erase i, ‖v‖ :=
        Finset.prod_le_prod (fun j _ => norm_nonneg _) (fun j _ => norm_le_pi_norm v j)
    _ = ‖v‖ ^ n := by
        rw [Finset.prod_const, Finset.card_erase_of_mem (Finset.mem_univ i)]
        simp
```

Q: Where does diagonalisation enter, if $H$ may be defective?

A: Only $A^*A$ is diagonalised, never $H$. The spectral theorem for Hermitian matrices supplies the unitary `U` and the diagonal entries `v`.

```lean
set_option maxHeartbeats 400000 in
/-- For every complex matrix `A`, the matrix `A* A` is diagonalised by a unitary matrix. -/
theorem exists_unitary_diagonalization {n : ℕ} (A : Mat n) :
    ∃ (U : Mat n) (v : Fin (n + 1) → ℂ),
      U * star U = 1 ∧ star U * U = 1 ∧ star A * A = U * diagonal v * star U := by
  have hH := Matrix.isHermitian_conjTranspose_mul_self A
  exact ⟨hH.eigenvectorUnitary, fun i => (hH.eigenvalues i : ℂ),
    Matrix.mem_unitaryGroup_iff.mp hH.eigenvectorUnitary.2,
    Matrix.mem_unitaryGroup_iff'.mp hH.eigenvectorUnitary.2, hH.spectral_theorem⟩
```

These parts combine into $\|\operatorname{adj}A\|\le\|A\|^n$. In the proof, `hDn` is $\|D\|\le\|A\|^2$, `hV` and `hV'` say that the adjugates of $U$ and $U^*$ are unitary, `hadj` is the three-factor formula, and `hsq` is the squared inequality. The last lines take the square root by contradiction. Nothing here requires $A$ to be invertible.

```lean
set_option maxHeartbeats 400000 in
/-- For every complex matrix of size `n + 1`, singular or not, the adjugate satisfies
`‖adj A‖ ≤ ‖A‖ ^ n`. -/
theorem norm_adjugate_le {n : ℕ} (A : Mat n) : ‖A.adjugate‖ ≤ ‖A‖ ^ n := by
  obtain ⟨U, v, h1, h2, hd⟩ := exists_unitary_diagonalization A
  -- the eigenvalues of `A* A` are bounded by `‖A‖ ^ 2`
  have hD : (diagonal v : Mat n) = star U * (star A * A) * U := by
    rw [hd]
    calc (diagonal v : Mat n) = (star U * U) * diagonal v * (star U * U) := by
          rw [h2, one_mul, mul_one]
      _ = star U * (U * diagonal v * star U) * U := by simp only [mul_assoc]
  have hDn : ‖(diagonal v : Mat n)‖ ≤ ‖A‖ * ‖A‖ := by
    rw [hD, ← CStarRing.norm_star_mul_self (x := A)]
    exact norm_unitary_mul_le _ _ _ (by rw [star_star]; exact h2) h1
  -- the adjugates of the unitary factors are unitary
  have hV : U.adjugate * star U.adjugate = 1 := by
    rw [adjugate_mul_star, h2, Matrix.adjugate_one]
  have hV' : (star U).adjugate * star (star U).adjugate = 1 := by
    rw [adjugate_mul_star, star_star, h1, Matrix.adjugate_one]
  have hadj : (star A * A).adjugate
      = (star U).adjugate * (diagonal v : Mat n).adjugate * U.adjugate := by
    rw [hd, Matrix.adjugate_mul_distrib, Matrix.adjugate_mul_distrib U, ← mul_assoc]
  have hsq : ‖A.adjugate‖ * ‖A.adjugate‖ ≤ ‖A‖ ^ n * ‖A‖ ^ n := by
    rw [← CStarRing.norm_self_mul_star, adjugate_mul_star, hadj, ← mul_pow]
    exact (norm_unitary_mul_le _ _ _ hV' hV).trans
      ((norm_adjugate_diagonal_le v).trans (pow_le_pow_left₀ (norm_nonneg _) hDn n))
  by_contra hlt
  exact absurd hsq (not_le_of_gt
    (mul_self_lt_mul_self (pow_nonneg (norm_nonneg A) n) (lt_of_not_ge hlt)))
```

Cramer's rule then links the adjugate to the Green's matrix. The bars around a determinant in Lean are the norm of a complex number, which is its modulus.

```lean
/-- If `det (z - H) ≠ 0`, then `|det (z - H)| ‖G(z)‖ = ‖adj (z - H)‖`. -/
theorem norm_det_mul_norm_green {n : ℕ} (H : Mat n) (z : ℂ)
    (h : (z • (1 : Mat n) - H).det ≠ 0) :
    ‖(z • (1 : Mat n) - H).det‖ * ‖greenMatrix H z‖ = ‖(z • (1 : Mat n) - H).adjugate‖ := by
  rw [greenMatrix, Matrix.inv_def, Ring.inverse_eq_inv', norm_smul, norm_inv,
    mul_inv_cancel_left₀ (norm_ne_zero_iff.mpr h)]
```

Q: So what exactly does the main theorem say?

A: Let $H$ be any complex matrix of size $n+1$ and $z$ any complex number with $\det(z-H)\neq0$. Then $(z-H)G(z)=1$, and the norm of $G(z)$ is at most $\|z-H\|^n/|\det(z-H)|$. The hypothesis `h` says physically that $z$ is not an eigenvalue, so the response at that energy is finite. There is no assumption of Hermiticity or normality. The proof multiplies through by the determinant and applies the two preceding results.

```lean
/-- For any complex matrix `H` of size `n + 1` and any `z` with `det (z - H) ≠ 0`, the Green's
matrix inverts `z - H` and satisfies `‖G(z)‖ ≤ ‖z - H‖ ^ n / |det (z - H)|`. -/
theorem resolvent_det_bound {n : ℕ} (H : Mat n) (z : ℂ)
    (h : (z • (1 : Mat n) - H).det ≠ 0) :
    (z • (1 : Mat n) - H) * greenMatrix H z = 1 ∧
      ‖greenMatrix H z‖ ≤ ‖z • (1 : Mat n) - H‖ ^ n / ‖(z • (1 : Mat n) - H).det‖ := by
  refine ⟨Matrix.mul_nonsing_inv _ (isUnit_iff_ne_zero.mpr h), ?_⟩
  rw [le_div_iff₀ (norm_pos_iff.mpr h), mul_comm, norm_det_mul_norm_green H z h]
  exact norm_adjugate_le _
```

Q: What happens for a single level?

A: That is $n=0$, with $H$ a number $\varepsilon$. The power $\|z-H\|^0$ is $1$, and the bound reads $|G(z)|\le1/|z-\varepsilon|$. Since $G(z)=1/(z-\varepsilon)$, it holds with equality.

Q: And for two levels?

A: Equality again, for every $H$. In dimension two the adjugate of $\begin{pmatrix}a&b\\c&d\end{pmatrix}$ is $\begin{pmatrix}d&-b\\-c&a\end{pmatrix}$, and applying it twice returns the original matrix. With $n=1$ the adjugate bound can be used in both directions:
$$\|\operatorname{adj}M\|\le\|M\|=\|\operatorname{adj}(\operatorname{adj}M)\|\le\|\operatorname{adj}M\|.$$
Hence $\|G(z)\|=\|z-H\|/|\det(z-H)|$. In the code `Mat 1` is the two-level case, `hinv` is the double adjugate, and `h1` and `h2` are the two inequalities.

```lean
/-- For a two-level system with `det (z - H) ≠ 0`, Hermitian or not, the Green's matrix inverts
`z - H` and its norm equals `‖z - H‖ / |det (z - H)|`. -/
theorem two_level_resolvent_norm (H : Mat 1) (z : ℂ)
    (h : (z • (1 : Mat 1) - H).det ≠ 0) :
    (z • (1 : Mat 1) - H) * greenMatrix H z = 1 ∧
      ‖greenMatrix H z‖ = ‖z • (1 : Mat 1) - H‖ / ‖(z • (1 : Mat 1) - H).det‖ := by
  refine ⟨(resolvent_det_bound H z h).1, ?_⟩
  -- in dimension two, taking the adjugate twice returns the matrix
  have hinv : ∀ B : Matrix (Fin 2) (Fin 2) ℂ, B.adjugate.adjugate = B := by
    intro B
    ext i j
    fin_cases i <;> fin_cases j <;> simp [Matrix.adjugate_fin_two]
  have h1 := norm_adjugate_le (z • (1 : Mat 1) - H)
  have h2 := norm_adjugate_le (z • (1 : Mat 1) - H).adjugate
  rw [hinv, pow_one] at h2
  rw [pow_one] at h1
  rw [eq_div_iff (norm_ne_zero_iff.mpr h), mul_comm, norm_det_mul_norm_green H z h]
  exact le_antisymm h1 h2
```

Q: Sometimes I don't have the determinant and know only how far $z$ stays from the eigenvalues. Is that enough for a bound?

A: Together with $\|z-H\|$, yes. The distance alone is not enough: in the $2\times2$ example above it is $|z|$ for every $g$, while $\|G(z)\|$ grows without limit as $|g|$ increases. Let $E_1,\dots,E_{n+1}$ be the eigenvalues of $H$, repeated according to algebraic multiplicity, and suppose that each lies at distance at least $d$ from $z$. The characteristic polynomial factorises, so
$$|\det(z-H)|=\prod_{k=1}^{n+1}|z-E_k|\ge d^{\,n+1}.$$
The hypothesis `hgap` expresses "eigenvalue" as a number $E$ with $\det(E-H)=0$. The proof identifies the characteristic polynomial at $t$ with $\det(t-H)$, splits it into linear factors over the complex numbers, and goes through the list of roots by induction, gaining one factor of at least $d$ each time. Repeated roots appear repeatedly in that list, which is why the power is the full dimension.

```lean
/-- If every eigenvalue of `H` lies at distance at least `d ≥ 0` from `z`, then
`|det (z - H)| ≥ d ^ (n + 1)`. -/
theorem pow_le_norm_det {n : ℕ} (H : Mat n) (z : ℂ) (d : ℝ) (hd : 0 ≤ d)
    (hgap : ∀ E : ℂ, (E • (1 : Mat n) - H).det = 0 → d ≤ ‖z - E‖) :
    d ^ (n + 1) ≤ ‖(z • (1 : Mat n) - H).det‖ := by
  have hdet : ∀ t : ℂ, H.charpoly.eval t = (t • (1 : Mat n) - H).det := by
    intro t
    rw [Matrix.eval_charpoly, Matrix.scalar_apply, ← Matrix.smul_one_eq_diagonal]
  have hroots : H.charpoly.roots.card = H.charpoly.natDegree :=
    Polynomial.splits_iff_card_roots.mp (IsAlgClosed.splits _)
  have hprod := Polynomial.prod_multiset_X_sub_C_of_monic_of_roots_card_eq
    H.charpoly_monic hroots
  -- each linear factor contributes at least `d`
  have key : ∀ s : Multiset ℂ, (∀ a ∈ s, d ≤ ‖z - a‖) →
      d ^ s.card ≤ ‖((s.map fun a => X - C a).prod).eval z‖ := by
    intro s
    induction s using Multiset.induction_on with
    | empty => intro _; simp
    | cons a s ih =>
      intro h
      rw [Multiset.map_cons, Multiset.prod_cons, Multiset.card_cons, eval_mul, norm_mul,
        pow_succ', eval_sub, eval_X, eval_C]
      exact mul_le_mul (h a (Multiset.mem_cons_self a s))
        (ih fun b hb => h b (Multiset.mem_cons_of_mem hb)) (by positivity) (norm_nonneg _)
  have h := key H.charpoly.roots fun a ha =>
    hgap a (by rw [← hdet]; exact (Polynomial.mem_roots'.mp ha).2)
  rw [hprod, hroots, Matrix.charpoly_natDegree_eq_dim, Fintype.card_fin, hdet] at h
  exact h
```

For $d>0$ this makes the determinant nonzero, so the main theorem applies. Replacing $|\det(z-H)|$ in the denominator by its lower bound $d^{\,n+1}$ gives
$$\|G(z)\|\le\frac{\|z-H\|^n}{d^{\,n+1}}.$$
Here $d$ is the distance in the complex energy plane that the calculation keeps from every level or resonance of the matrix.

```lean
/-- If every eigenvalue of `H` lies at distance at least `d > 0` from `z`, then the Green's
matrix inverts `z - H` and `‖G(z)‖ ≤ ‖z - H‖ ^ n / d ^ (n + 1)`. -/
theorem resolvent_bound_of_gap {n : ℕ} (H : Mat n) (z : ℂ) (d : ℝ) (hd : 0 < d)
    (hgap : ∀ E : ℂ, (E • (1 : Mat n) - H).det = 0 → d ≤ ‖z - E‖) :
    (z • (1 : Mat n) - H) * greenMatrix H z = 1 ∧
      ‖greenMatrix H z‖ ≤ ‖z • (1 : Mat n) - H‖ ^ n / d ^ (n + 1) := by
  have hlow := pow_le_norm_det H z d hd.le hgap
  have hpos : 0 < d ^ (n + 1) := by positivity
  obtain ⟨h1, h2⟩ := resolvent_det_bound H z (norm_pos_iff.mp (hpos.trans_le hlow))
  exact ⟨h1, h2.trans (by gcongr)⟩

end

end ResolventDeterminantBound
```

```lean
#print axioms ResolventDeterminantBound.two_level_resolvent_norm
#print axioms ResolventDeterminantBound.resolvent_bound_of_gap
```

```
'ResolventDeterminantBound.two_level_resolvent_norm' depends on axioms: [propext, Classical.choice, Quot.sound]
'ResolventDeterminantBound.resolvent_bound_of_gap' depends on axioms: [propext, Classical.choice, Quot.sound]
```

Q: My Hamiltonian is a differential operator, and the matrix comes from a basis set. Does the bound reach the operator?

A: No. The theorems speak about the matrix you actually invert, written in an orthonormal basis so that the overlap matrix is the identity. The step from that matrix to the continuum operator needs a separate convergence argument.

Q: And an energy-dependent self-energy from the leads?

A: That fits, one energy at a time. At fixed $z$ the effective Hamiltonian, self-energy included, is just a complex matrix, and the theorem accepts any such matrix as `H`. For the version with the distance $d$, the eigenvalues are then those of this frozen matrix, not the self-consistent poles of the full Green's function.

Q: How sharp should I expect the ceiling to be in a large calculation?

A: Often not sharp. If $H$ is Hermitian with many levels spread over a wide band, most factors $|z-E_k|$ in the determinant are smaller than $\|z-H\|$, and the ratio can exceed the true norm by a large factor. The bound is most informative for small matrices, such as few-level models with loss.
